# The curl condition for derivative couplings of a C² unitary family

Let \(U(p)\) be a finite square unitary matrix, real or complex, whose entries are twice continuously differentiable functions of the nuclear configuration \(p\). Write \(\partial_v\) for the entrywise derivative along a fixed direction \(v\), and define the derivative coupling \(A_v = U^*\,\partial_v U\), where \(U^*\) is the conjugate transpose. Then, for any two directions \(v, w\) and at every \(p\),

\[
\partial_v A_w - \partial_w A_v + [A_v, A_w] = 0 .
\]

If \(U\) is a real \(2\times 2\) family, the commutator vanishes. The single independent entry \(a_v = (A_v)_{01}\) is then curl free: \(\partial_v a_w = \partial_w a_v\).

States are numbered from 0. Column \(j\) of \(U\) holds the expansion of adiabatic state \(\varphi_j\) in a fixed orthonormal basis, so \((A_v)_{ij} = \langle \varphi_i | \partial_v \varphi_j\rangle\). In a plane with coordinates \(x, y\), taking \(v\) and \(w\) as the two unit vectors gives \(\partial_x A_y - \partial_y A_x + [A_x, A_y] = 0\).

## Path-integrated diabatisation and coupling checks

If integrating derivative couplings along paths is to define a diabatic basis over a region of configurations, whichever path is taken, the result must be independent of the path. The curl condition is the local form of that requirement, and it holds here for a finite model whose adiabatic states span the whole electronic space. In a real two-state model of this kind, the quantity to integrate is the scalar \(a_v\); its integral along a path gives the change in the mixing angle up to sign.

When all states of the finite model are kept and its basis does not change with the nuclear configuration, the identity can also serve as a test of an implementation. Compute \(A_x\) and \(A_y\) on a small stencil, difference them, add the commutator and look at the residual. Two details of the input matter:

- **Sign of the coupling.** If the code stores \(d_v = -A_v\), the condition becomes \(\partial_v d_w - \partial_w d_v - [d_v, d_w] = 0\).
- **Phases of the eigenvectors.** An eigensolver may return a state with either sign, or with any phase in the complex case. The phases have to be aligned across the stencil before differencing, because a sign that jumps between grid points destroys the smoothness that the identity needs.

## From unitarity to the commutator

Differentiating \(U^*U = 1\) along \(v\) gives

\[
(\partial_v U)^* U + U^* \partial_v U = 0 .
\]

The second term is \(A_v\) and the first is \(A_v^*\), so \(A_v^* = -A_v\): the coupling is anti-Hermitian.

Next, differentiate \(A_w = U^* \partial_w U\) along \(v\):

\[
\partial_v A_w = (\partial_v U)^* \partial_w U + U^* \partial_v \partial_w U .
\]

Since \(U\) is square, \(U^*U = 1\) implies \(UU^* = 1\), which can be inserted into the first term:

\[
(\partial_v U)^* \partial_w U = (\partial_v U)^* U\, U^* \partial_w U = A_v^* A_w = -A_v A_w .
\]

Now subtract the same expression with \(v\) and \(w\) exchanged. The second derivatives cancel, because \(\partial_v\partial_w U = \partial_w\partial_v U\) for a C² family, and what remains is

\[
\partial_v A_w - \partial_w A_v = -A_v A_w + A_w A_v = -[A_v, A_w] .
\]

For a real \(2\times 2\) family, anti-Hermitian means antisymmetric, so

\[
A_v = a_v J, \qquad J = \begin{pmatrix} 0 & 1 \\ -1 & 0 \end{pmatrix}.
\]

Hence \(A_v A_w = a_v a_w J^2 = A_w A_v\). The commutator is zero, and the \((0,1)\) entry of the curl condition reads \(\partial_v a_w - \partial_w a_v = 0\).

The rotation by a C² mixing angle \(\theta(p)\) shows what \(a_v\) is. Its columns are \((\cos\theta, \sin\theta)\) and \((-\sin\theta, \cos\theta)\). The derivative of the second column is \((-\cos\theta, -\sin\theta)\,\partial_v\theta\), and its product with the first column is

\[
a_v = -(\cos^2\theta + \sin^2\theta)\,\partial_v\theta = -\partial_v\theta .
\]

## Three real states in numbers

With three real states the commutator can be nonzero. Let \(L\) have entries \(L_{01} = 1\), \(L_{10} = -1\), let \(M\) have entries \(M_{12} = 1\), \(M_{21} = -1\), and let all other entries be zero. Take \(U(x,y) = e^{xL}e^{yM}\). Then \(A_y = M\) everywhere, and

\[
A_x = e^{-yM} L\, e^{yM} = \begin{pmatrix} 0 & \cos y & \sin y \\ -\cos y & 0 & 0 \\ -\sin y & 0 & 0 \end{pmatrix}.
\]

Look at the \((0,2)\) entry at the origin. There \(\partial_x A_y\) contributes 0, \(-\partial_y A_x\) contributes \(-1\), and \([A_x, A_y] = LM - ML\) contributes \(+1\). The sum is 0, although the curl alone is \(-1\).

If the exact couplings are differenced centrally with step \(h\), this entry of \(\partial_y A_x\) comes out as \(\sin(h)/h\) in place of 1. For \(h = 0.1\) this is 0.99833 and the residual is 0.00167. For \(h = 0.05\) the residual is 0.00042, a quarter of the former value, as expected of a second-order stencil. Leaving out the commutator would give a residual near \(-1\) that does not shrink with \(h\).

## The Lean file

```lean
import Mathlib

open Matrix

namespace DerivativeCoupling

noncomputable section

variable {E : Type*} [NormedAddCommGroup E] [NormedSpace ℝ E]
  {𝕜 : Type*} [RCLike 𝕜] {n : Type*} [Fintype n] [DecidableEq n]

/-- The entrywise derivative of a matrix family `F` at the nuclear configuration `p`
along the direction `v`. -/
def pd (v : E) (F : E → Matrix n n 𝕜) (p : E) : Matrix n n 𝕜 :=
  Matrix.of fun i j => fderiv ℝ (fun q => F q i j) p v

/-- The derivative coupling `A_v = U* ∂_v U` at the configuration `p`. -/
def coupling (U : E → Matrix n n 𝕜) (v p : E) : Matrix n n 𝕜 :=
  (U p)ᴴ * pd v U p

/-- A twice continuously differentiable family of unitary matrices. -/
structure IsC2Unitary (U : E → Matrix n n 𝕜) : Prop where
  smooth : ∀ i j, ContDiff ℝ 2 (fun q => U q i j)
  unitary : ∀ q, (U q)ᴴ * U q = 1

omit [DecidableEq n] in
/-- Product rule for `F* G`, where the entries of `F` and `G` are differentiable at `p`. -/
theorem pd_conjTranspose_mul (v p : E) {F G : E → Matrix n n 𝕜}
    (hF : ∀ i j, DifferentiableAt ℝ (fun q => F q i j) p)
    (hG : ∀ i j, DifferentiableAt ℝ (fun q => G q i j) p) :
    pd v (fun q => (F q)ᴴ * G q) p = (pd v F p)ᴴ * G p + (F p)ᴴ * pd v G p := by
  ext i j
  -- conjugation is real-linear, so it passes through the derivative
  have hs : ∀ k, HasFDerivAt (fun q => star (F q k i))
      ((RCLike.conjCLE (K := 𝕜) : 𝕜 →L[ℝ] 𝕜).comp (fderiv ℝ (fun q => F q k i) p)) p :=
    fun k => (RCLike.conjCLE (K := 𝕜)).hasFDerivAt.comp p (hF k i).hasFDerivAt
  have h : HasFDerivAt (fun q => ((F q)ᴴ * G q) i j)
      (∑ k, (star (F p k i) • fderiv ℝ (fun q => G q k j) p + G p k j •
        (RCLike.conjCLE (K := 𝕜) : 𝕜 →L[ℝ] 𝕜).comp (fderiv ℝ (fun q => F q k i) p))) p := by
    simp only [Matrix.mul_apply, Matrix.conjTranspose_apply]
    exact HasFDerivAt.fun_sum fun k _ => (hs k).mul (hG k j).hasFDerivAt
  change fderiv ℝ (fun q => ((F q)ᴴ * G q) i j) p v = _
  rw [h.fderiv]
  simp only [_root_.sum_apply, _root_.add_apply,
    _root_.smul_apply, ContinuousLinearMap.comp_apply,
    ContinuousLinearEquiv.coe_coe, RCLike.conjCLE_apply, starRingEnd_apply, smul_eq_mul,
    Matrix.add_apply, Matrix.mul_apply, Matrix.conjTranspose_apply, pd, Matrix.of_apply]
  rw [← Finset.sum_add_distrib]
  exact Finset.sum_congr rfl fun k _ => by ring

omit [Fintype n] [DecidableEq n] in
/-- Mixed second derivatives of a matrix family with C² entries agree. -/
theorem pd_comm {F : E → Matrix n n 𝕜} (hF : ∀ i j, ContDiff ℝ 2 (fun q => F q i j))
    (v w p : E) : pd v (pd w F) p = pd w (pd v F) p := by
  ext i j
  have hd : DifferentiableAt ℝ (fderiv ℝ (fun q => F q i j)) p :=
    ((hF i j).fderiv_right (m := 1) one_add_one_eq_two.le).differentiable (by norm_num) p
  have key : ∀ a b : E, fderiv ℝ (fun q => fderiv ℝ (fun q => F q i j) q a) p b
      = fderiv ℝ (fderiv ℝ (fun q => F q i j)) p b a := by
    intro a b
    rw [(hd.hasFDerivAt.clm_apply (hasFDerivAt_const a p)).fderiv]
    simp
  have hsymm : IsSymmSndFDerivAt ℝ (fun q => F q i j) p :=
    (hF i j).contDiffAt.isSymmSndFDerivAt (by simp)
  exact (key w v).trans ((hsymm.eq v w).trans (key v w).symm)

/-- The derivative coupling of a C² unitary family is anti-Hermitian. -/
theorem coupling_antihermitian {U : E → Matrix n n 𝕜} (hU : IsC2Unitary U) (v p : E) :
    (coupling U v p)ᴴ = -coupling U v p := by
  have hd := fun i j => (hU.smooth i j).differentiable (by norm_num) p
  -- differentiate `U* U = 1`
  have h1 := pd_conjTranspose_mul v p hd hd
  have h2 : pd v (fun q => (U q)ᴴ * U q) p = 0 := by
    rw [funext hU.unitary]
    ext i j
    simp [pd]
  rw [coupling, Matrix.conjTranspose_mul, Matrix.conjTranspose_conjTranspose]
  exact eq_neg_of_add_eq_zero_left (h1.symm.trans h2)

/-- Curl condition: the derivative couplings of a C² unitary family satisfy
`∂_v A_w - ∂_w A_v + [A_v, A_w] = 0` for any two directions `v` and `w`. -/
theorem curl_condition {U : E → Matrix n n 𝕜} (hU : IsC2Unitary U) (v w p : E) :
    pd v (coupling U w) p - pd w (coupling U v) p
      + (coupling U v p * coupling U w p - coupling U w p * coupling U v p) = 0 := by
  have hd := fun i j => (hU.smooth i j).differentiable (by norm_num) p
  have hd2 : ∀ (b : E) (i j : n), DifferentiableAt ℝ (fun q => pd b U q i j) p :=
    fun b i j => (((hU.smooth i j).fderiv_right (m := 1)
      one_add_one_eq_two.le).differentiable (by norm_num) p).clm_apply
        (differentiableAt_const b)
  have hexp : ∀ a b : E, pd a (coupling U b) p
      = (pd a U p)ᴴ * pd b U p + (U p)ᴴ * pd a (pd b U) p :=
    fun a b => pd_conjTranspose_mul a p hd (hd2 b)
  -- insert `U U* = 1` between the two first derivatives
  have hins : ∀ a b : E, (pd a U p)ᴴ * pd b U p = -(coupling U a p * coupling U b p) := by
    intro a b
    calc (pd a U p)ᴴ * pd b U p = (pd a U p)ᴴ * (U p * (U p)ᴴ) * pd b U p := by
          rw [mul_eq_one_comm.mp (hU.unitary p), mul_one]
      _ = (coupling U a p)ᴴ * coupling U b p := by
          simp only [coupling, Matrix.conjTranspose_mul, Matrix.conjTranspose_conjTranspose,
            Matrix.mul_assoc]
      _ = _ := by rw [coupling_antihermitian hU a p, neg_mul]
  rw [hexp v w, hexp w v, hins v w, hins w v, pd_comm hU.smooth v w p]
  abel

/-- For a real two-state C² orthogonal family the coupling is its upper off-diagonal entry
times a fixed antisymmetric matrix. -/
theorem real_two_state_form {U : E → Matrix (Fin 2) (Fin 2) ℝ} (hU : IsC2Unitary U)
    (v p : E) : coupling U v p = coupling U v p 0 1 • !![0, 1; -1, 0] := by
  have h := coupling_antihermitian hU v p
  have h00 := congrFun (congrFun h 0) 0
  have h01 := congrFun (congrFun h 0) 1
  have h11 := congrFun (congrFun h 1) 1
  simp only [Matrix.conjTranspose_apply, Matrix.neg_apply, star_trivial] at h00 h01 h11
  ext i j
  fin_cases i <;> fin_cases j <;> simp <;> linarith

/-- For a real two-state C² orthogonal family the couplings along any two directions
commute, and the scalar coupling is curl free. -/
theorem real_two_state_curl_free {U : E → Matrix (Fin 2) (Fin 2) ℝ} (hU : IsC2Unitary U)
    (v w p : E) :
    coupling U v p * coupling U w p = coupling U w p * coupling U v p ∧
    fderiv ℝ (fun q => coupling U w q 0 1) p v
      = fderiv ℝ (fun q => coupling U v q 0 1) p w := by
  have hc : coupling U v p * coupling U w p = coupling U w p * coupling U v p := by
    rw [real_two_state_form hU v p, real_two_state_form hU w p]
    simp only [smul_mul_assoc, mul_smul_comm]
    exact smul_comm _ _ _
  refine ⟨hc, ?_⟩
  -- without the commutator the curl condition is linear in the coupling
  have h := curl_condition hU v w p
  rw [hc, sub_self, add_zero, sub_eq_zero] at h
  exact congrFun (congrFun h 0) 1

/-- The rotation of two real states by the mixing angle `θ`. -/
def mixing (θ : E → ℝ) (q : E) : Matrix (Fin 2) (Fin 2) ℝ :=
  !![Real.cos (θ q), -Real.sin (θ q); Real.sin (θ q), Real.cos (θ q)]

/-- Rotation by a C² mixing angle is a C² orthogonal family, and its scalar coupling is
minus the derivative of the angle. -/
theorem mixing_coupling {θ : E → ℝ} (hθ : ContDiff ℝ 2 θ) (v p : E) :
    IsC2Unitary (mixing θ) ∧ coupling (mixing θ) v p 0 1 = -fderiv ℝ θ p v := by
  refine ⟨⟨fun i j => ?_, fun q => ?_⟩, ?_⟩
  · fin_cases i <;> fin_cases j
    · exact hθ.cos
    · exact hθ.sin.neg
    · exact hθ.sin
    · exact hθ.cos
  · ext i j
    fin_cases i <;> fin_cases j <;> simp [mixing, Matrix.mul_apply, Fin.sum_univ_two] <;>
      nlinarith [Real.sin_sq_add_cos_sq (θ q)]
  · -- the upper off-diagonal entry is the first column times the derivative of the second
    have hd := (hθ.differentiable (by norm_num) p).hasFDerivAt
    have h0 : pd v (mixing θ) p 0 1 = -(Real.cos (θ p) * fderiv ℝ θ p v) :=
      congrArg (fun L => L v) hd.sin.neg.fderiv
    have h1 : pd v (mixing θ) p 1 1 = -Real.sin (θ p) * fderiv ℝ θ p v :=
      congrArg (fun L => L v) hd.cos.fderiv
    rw [coupling, Matrix.mul_apply, Fin.sum_univ_two, h0, h1]
    change Real.cos (θ p) * _ + Real.sin (θ p) * _ = _
    linear_combination (-(fderiv ℝ θ p v)) * Real.sin_sq_add_cos_sq (θ p)

end

end DerivativeCoupling
```

```lean
#print axioms DerivativeCoupling.curl_condition
#print axioms DerivativeCoupling.real_two_state_curl_free
#print axioms DerivativeCoupling.mixing_coupling
```

```
'DerivativeCoupling.curl_condition' depends on axioms: [propext, Classical.choice, Quot.sound]
'DerivativeCoupling.real_two_state_curl_free' depends on axioms: [propext, Classical.choice, Quot.sound]
'DerivativeCoupling.mixing_coupling' depends on axioms: [propext, Classical.choice, Quot.sound]
```

## Configurations, frames and couplings in Lean

The configuration space `E` is any real normed space; the plane is the case `ℝ × ℝ`. The scalars `𝕜` are the real or the complex numbers, and the finite type `n` labels the electronic states. `pd v F p` is the entrywise derivative of the matrix family `F` at `p` along `v`, and `coupling U v p` is \(A_v\) at `p`. The directions are constant vectors. For curvilinear coordinates, let `E` be the coordinate space and regard \(U\) as a function of the coordinates.

The physical assumptions sit in `IsC2Unitary`. Its field `smooth` asks for C² entries on all of `E`, and its field `unitary` says \(U^*U = 1\) at every configuration: the adiabatic states are orthonormal and, since the matrix is square, complete.

`curl_condition` states the matrix identity for every such family, every pair of directions and every configuration. `real_two_state_curl_free` specialises to real \(2\times 2\) families and states two things: the couplings along any two directions commute, and the `0 1` entry is curl free. `mixing_coupling` says that rotation by a C² angle satisfies `IsC2Unitary` and that its scalar coupling is \(-\partial_v\theta\).

## Product rule, symmetry and cancellation

`pd_conjTranspose_mul` is the product rule for \(F^*G\). It works entry by entry: conjugation is a continuous real-linear map, so it passes through the derivative, and the ordinary product rule is applied to each term of the matrix product. `pd_comm` is the equality of mixed derivatives. It rewrites each iterated directional derivative as the second derivative evaluated on a pair of directions, then uses the symmetry of that second derivative for C² functions.

`coupling_antihermitian` differentiates \(U^*U = 1\), as in the first step of the derivation. In `curl_condition`, the intermediate statement `hexp` is the expansion of \(\partial_v A_w\), and `hins` is the insertion of \(UU^* = 1\), which `mul_eq_one_comm` obtains from \(U^*U = 1\) for square matrices. After both have been substituted and the mixed derivatives identified, `abel` carries out the cancellation.

`real_two_state_form` reads \(A_v = a_v J\) off the entries of the antisymmetry relation. `real_two_state_curl_free` uses this form to show that the couplings commute, removes the commutator from the curl condition and takes the `0 1` entry. `mixing_coupling` differentiates the second column of the rotation and finishes with \(\sin^2\theta + \cos^2\theta = 1\).

## Truncated state sets, conical intersections and computed data

The theorems concern exact functions. They do not bound the finite-difference error, and they say nothing about whether a particular program computes \(A_v\) correctly.

Completeness is an assumption that molecular calculations often violate. If a code keeps a few adiabatic states out of a larger space, \(U\) is rectangular, \(UU^*\) is only a projector, and the insertion step fails. The residual within the retained block need not vanish, so a nonzero value that survives grid refinement may reflect the truncation and not a bug. This applies equally to two states selected from a many-state molecule: the curl-free statement is for a model with exactly two states in total. Basis functions that move with the nuclei, as atom-centred orbitals do, have a similar effect: even if every state of the finite basis is kept, the space they span changes with \(p\), and the residual need not vanish.

Smoothness is required on the whole of `E`. Adiabatic states generally fail to be smooth at a conical intersection, so a frame with such a point in its domain does not meet the hypothesis. The derivation uses only a neighbourhood of `p`, but the theorem as stated asks for a global frame. Around an excluded intersection, a curl-free scalar coupling can still have a nonzero integral over a closed loop, so a local residual check does not settle path independence there.

No Hamiltonian appears in the file. The columns of \(U\) may be eigenvectors of an electronic Hamiltonian, but the identity uses only their orthonormality, completeness and smoothness. Obtaining a C² frame from a given Hamiltonian is a separate task.
